# The rate of change of a differentiable energy at A under a strain h is its derivative in the direction hA

The energy here is any real-valued function E of a real square matrix A of finite size, assumed differentiable at A. A strain h, which may be any real matrix of the same size, carries A to (1 + th)A, and the theorem says that the energy along this path has derivative DE(A)[hA] at t = 0, where DE(A) is the Fréchet derivative of E at A. The proof first shows, as `hc`, that the path itself has derivative hA at t = 0, and then applies the chain rule.

The first attempt, which Lean rejects:

```lean
import Mathlib

open Matrix
open scoped Matrix.Norms.Operator

namespace StrainDeriv

noncomputable section

variable {n : Type*} [Fintype n] [DecidableEq n]

/-- For an energy differentiable at `A`, the rate of change under the strain `h` is the
derivative of the energy at `A` in the direction `h A`. -/
theorem strain_deriv {E : Matrix n n ℝ → ℝ} {A : Matrix n n ℝ}
    (hd : DifferentiableAt ℝ E A) (h : Matrix n n ℝ) :
    HasDerivAt (fun t : ℝ => E ((1 + t • h) * A)) (fderiv ℝ E A (h * A)) 0 := by
  have hc : HasDerivAt (fun t : ℝ => (1 + t • h) * A) (h * A) 0 := by
    have := (((hasDerivAt_id' (0 : ℝ)).smul_const h).const_add 1).mul_const A
    simpa using this
  exact hd.hasFDerivAt.comp_hasDerivAt_of_eq (0 : ℝ) hc (by simp)

end

end StrainDeriv
```

Compiling this gives:

```
Main.lean:19:4: error: Type mismatch: After simplification, term
  this
 has type
  @HasDerivAt ℝ DenselyNormedField.toNontriviallyNormedField (Matrix n n ℝ) Matrix.linftyOpNormedRing.toAddCommGroup
    (NormedAlgebra.toNormedSpace (Matrix n n ℝ)).toModule PseudoMetricSpace.toUniformSpace.toTopologicalSpace ⋯
    (fun y => (1 + y • h) * A) (h * A) 0
but is expected to have type
  @HasDerivAt ℝ DenselyNormedField.toNontriviallyNormedField (Matrix n n ℝ) addCommGroup module
    instTopologicalSpaceMatrix ⋯ (fun t => (1 + t • h) * A) (h * A) 0
```

What went wrong. The one error is in the proof of `hc`. After simplification the two sides of the mismatch have the same function, the same derivative `h * A` and the same point 0. They differ in the instances that `HasDerivAt` carries for the matrix space. In `this` the additive group, the module structure and the topology come from the operator-norm structure on matrices, while the goal has the plain matrix instances `addCommGroup`, `module` and `instTopologicalSpaceMatrix`. These are equal by definition, but to see it Lean must unfold them, and the check that ends `simpa` does not unfold that far.

The repair gives the term to `exact`, whose check does unfold the instances and accepts them. The simplification is still needed for the derivative, which `this` gives as `1 • h * A` where the goal has `h * A`. `congr_deriv` replaces the one by the other, given a proof that they are equal, and `by simp` supplies that proof.

Fix (accepted with no message):

```diff
@@ -17,5 +17,5 @@
   have hc : HasDerivAt (fun t : ℝ => (1 + t • h) * A) (h * A) 0 := by
     have := (((hasDerivAt_id' (0 : ℝ)).smul_const h).const_add 1).mul_const A
-    simpa using this
+    exact this.congr_deriv (by simp)
   exact hd.hasFDerivAt.comp_hasDerivAt_of_eq (0 : ℝ) hc (by simp)
 
```
